# Second-order bounds on the van der Waals form of the Sutherland fluid's second virial coefficient

The Sutherland fluid consists of hard spheres of diameter $\sigma$ that attract each other outside contact with the pair energy $u(r)=-C/r^6$, where $C$ is the dispersion coefficient $C_6$. With $\beta=1/(k_BT)$, the Boltzmann factor $e(r)$ is $0$ for $r\le\sigma$ and $\exp(\beta C/r^6)$ for $r>\sigma$. The second virial coefficient of a radial Boltzmann factor is

$$B_2=-2\pi\int_0^\infty (e(r)-1)\,r^2\,dr ,$$

in the per-particle convention, where it multiplies the square of the number density in the expansion of $\beta p$. The van der Waals constants are $b=2\pi\sigma^3/3$ and $a=2\pi C/(3\sigma^3)$, and the van der Waals form of the coefficient is the approximation $B_2\approx b-\beta a$.

```lean
import Mathlib

open MeasureTheory Set Filter Topology Real

namespace SutherlandFluid

noncomputable section

/-- Boltzmann factor of the Sutherland pair potential: zero for `r ≤ σ` (hard core), and
`exp (-β u)` with `u = -C / r ^ 6` for `r > σ`. The diameter `σ` is taken positive. -/
def boltzmann (σ C β r : ℝ) : ℝ :=
  if r ≤ σ then 0 else exp (-β * (-C / r ^ 6))

/-- Second virial coefficient of a fluid whose radial pair Boltzmann factor is `e`. -/
def secondVirial (e : ℝ → ℝ) : ℝ :=
  -2 * π * ∫ r in Ioi (0 : ℝ), (e r - 1) * r ^ 2

/-- The hard-core constant `b` for spheres of diameter `σ`. -/
def coreB (σ : ℝ) : ℝ := 2 * π * σ ^ 3 / 3

/-- The attraction constant `a` for dispersion coefficient `C` and diameter `σ > 0`. -/
def attractionA (σ C : ℝ) : ℝ := 2 * π * C / (3 * σ ^ 3)
```

In the code, `boltzmann σ C β` is $e$, `secondVirial` is $B_2$ as a functional of $e$, and `coreB` and `attractionA` are $b$ and $a$. All quantities are real numbers in any consistent set of units. For $\sigma>0$, $C\ge0$ and $\beta\ge0$, the theorem `vanDerWaals_error` says

$$\frac{\pi\beta^2C^2}{9\sigma^9}\;\le\; b-\beta a-B_2\;\le\;\frac{\pi\beta^2C^2}{9\sigma^9}\,e^{\beta C/\sigma^6}.$$

For this classical model with a hard core and a pure $r^{-6}$ tail, a $C_6$ from an electronic-structure calculation and a chosen diameter $\sigma$ give the van der Waals constant $a$, and the bounds control the error made when $b-\beta a$ replaces the model's $B_2$ at those values of $C$ and $\sigma$. Higher dispersion terms, retardation, a soft core and quantum corrections are absent from the model, and the integral formula for $B_2$ is taken as its definition, not derived from a partition function.

## A core of positive diameter, `0 < σ`

Physically, $\sigma>0$ keeps two particles away from the singularity of $-C/r^6$. By hand, it is what makes the inverse-power integrals finite:

$$\int_\sigma^\infty \frac{dr}{r^{n+2}}=\frac{1}{(n+1)\,\sigma^{n+1}},\qquad n=0,1,2,\dots$$

Two cases are needed: $n=2$ gives $\int_\sigma^\infty r^{-4}dr=1/(3\sigma^3)$, and $n=8$ gives $\int_\sigma^\infty r^{-10}dr=1/(9\sigma^9)$.

If $\sigma=0$ while $\beta C>0$, the integrand $(e^{\beta C/r^6}-1)r^2$ diverges so fast at the origin that $B_2$ would be $-\infty$: the attraction has nothing to stop it. Lean gives a divergent integral the value $0$, so the proof establishes integrability as well as the values.

```lean
/-- An inverse power of the distance, at least the second, is integrable beyond `σ`. -/
theorem inverse_power_integrable {σ : ℝ} (hσ : 0 < σ) (n : ℕ) :
    IntegrableOn (fun r : ℝ => (r ^ (n + 2))⁻¹) (Ioi σ) := by
  have hn : (0 : ℝ) ≤ n := Nat.cast_nonneg n
  have h := integrableOn_Ioi_rpow_of_lt (a := -((n + 2 : ℕ) : ℝ))
    (by push_cast; linarith) hσ
  refine h.congr_fun (fun r hr => ?_) measurableSet_Ioi
  have hr0 : 0 < r := hσ.trans hr
  show r ^ (-((n + 2 : ℕ) : ℝ)) = (r ^ (n + 2))⁻¹
  rw [Real.rpow_neg hr0.le, Real.rpow_natCast]

/-- The integral of an inverse power of the distance from `σ` to infinity. -/
theorem inverse_power_integral {σ : ℝ} (hσ : 0 < σ) (n : ℕ) :
    ∫ r in Ioi σ, (r ^ (n + 2))⁻¹ = 1 / (((n : ℝ) + 1) * σ ^ (n + 1)) := by
  have hn : (0 : ℝ) ≤ n := Nat.cast_nonneg n
  have hn1 : (n : ℝ) + 1 ≠ 0 := by positivity
  have h := integral_Ioi_rpow_of_lt (a := -((n + 2 : ℕ) : ℝ))
    (by push_cast; linarith) hσ
  have e : -((n + 2 : ℕ) : ℝ) + 1 = -((n + 1 : ℕ) : ℝ) := by push_cast; ring
  rw [e, Real.rpow_neg hσ.le, Real.rpow_natCast] at h
  have hc : ∫ r in Ioi σ, (r ^ (n + 2))⁻¹ = ∫ r in Ioi σ, r ^ (-((n + 2 : ℕ) : ℝ)) := by
    refine setIntegral_congr_fun measurableSet_Ioi (fun r hr => ?_)
    have hr0 : 0 < r := hσ.trans hr
    show (r ^ (n + 2))⁻¹ = r ^ (-((n + 2 : ℕ) : ℝ))
    rw [Real.rpow_neg hr0.le, Real.rpow_natCast]
  rw [hc, h, neg_div_neg_eq]
  push_cast
  field_simp
```

Both lemmas rewrite the natural power as a real power, which is legitimate because $r>\sigma>0$, and then apply Mathlib's result for real exponents below $-1$.

## Attraction at non-negative inverse temperature, `0 ≤ C` and `0 ≤ β`

The condition $C\ge0$ says that the tail is attractive or absent, and $\beta\ge0$ that the temperature is positive, with $\beta=0$ as its infinite limit. The derivation uses them only through the coupling $g=\beta C\ge0$, which makes $x=g/r^6$ non-negative.

For $x\ge0$, the exponential series has only non-negative terms, so $e^x-1-x\ge x^2/2$. For the upper bound, let $h(y)=\tfrac{y^2}{2}e^y-e^y+y$. Then

$$h'(y)=\tfrac{y^2}{2}e^y+1-(1-y)e^y\ge0,$$

because $1-y\le e^{-y}$. Hence $h(x)\ge h(0)=-1$, which rearranges to $e^x-1-x\le\tfrac{x^2}{2}e^x$.

```lean
/-- The exponential exceeds `1 + x` by at most `x ^ 2 / 2 * exp x` for `x ≥ 0`. -/
theorem exp_remainder_le {x : ℝ} (hx : 0 ≤ x) : exp x - 1 - x ≤ x ^ 2 / 2 * exp x := by
  have hd : ∀ y : ℝ, HasDerivAt (fun y : ℝ => y * y / 2 * exp y - exp y + y)
      (y * exp y + y * y / 2 * exp y - exp y + 1) y := by
    intro y
    have h1 := ((hasDerivAt_id' y).fun_mul (hasDerivAt_id' y)).div_const 2
    have h2 := ((h1.fun_mul (Real.hasDerivAt_exp y)).fun_sub
      (Real.hasDerivAt_exp y)).fun_add (hasDerivAt_id' y)
    exact h2.congr_deriv (by ring)
  have hm : Monotone (fun y : ℝ => y * y / 2 * exp y - exp y + y) := by
    refine monotone_of_deriv_nonneg (fun y => (hd y).differentiableAt) (fun y => ?_)
    rw [(hd y).deriv]
    -- the derivative is nonnegative because `(1 - y) * exp y ≤ 1`
    have h1 := mul_le_mul_of_nonneg_left (Real.add_one_le_exp (-y)) (exp_pos y).le
    have h2 : exp y * exp (-y) = 1 := by rw [← Real.exp_add]; simp
    have h3 : 0 ≤ y * y / 2 * exp y :=
      mul_nonneg (div_nonneg (mul_self_nonneg y) (by norm_num)) (exp_pos y).le
    linarith
  have h := hm hx
  simp only [Real.exp_zero] at h
  linarith
```

Now multiply by $r^2$. Since $x^2r^2=g^2/r^{10}$, and $e^{g/r^6}\le e^{g/\sigma^6}$ for $r>\sigma$,

$$\frac{g^2}{2r^{10}}\le\left(e^{g/r^6}-1-\frac{g}{r^6}\right)r^2\le\frac{g^2}{2r^{10}}\,e^{g/\sigma^6}.$$

The sign of $g$ enters twice here: in the bounds on the exponential, and in the replacement of $r$ by $\sigma$ in the exponent. For a repulsive tail, $g<0$, both steps reverse, and the two outer expressions change places as lower and upper bounds.

```lean
/-- Beyond the core, the part of the virial integrand past first order in the coupling
`g = β C` lies between two multiples of `1 / r ^ 10`. -/
theorem remainder_bounds {σ g r : ℝ} (hσ : 0 < σ) (hg : 0 ≤ g) (hr : σ < r) :
    g ^ 2 / 2 * (r ^ 10)⁻¹ ≤ (exp (g / r ^ 6) - 1 - g / r ^ 6) * r ^ 2 ∧
    (exp (g / r ^ 6) - 1 - g / r ^ 6) * r ^ 2 ≤
      g ^ 2 / 2 * exp (g / σ ^ 6) * (r ^ 10)⁻¹ := by
  have hr0 : 0 < r := hσ.trans hr
  have hr' : σ ≤ r := hr.le
  have hx : 0 ≤ g / r ^ 6 := by positivity
  have e1 : g ^ 2 / 2 * (r ^ 10)⁻¹ = (g / r ^ 6) ^ 2 / 2 * r ^ 2 := by field_simp
  have hK : exp (g / r ^ 6) ≤ exp (g / σ ^ 6) := Real.exp_le_exp.mpr (by gcongr)
  constructor
  · rw [e1]
    have h := Real.quadratic_le_exp_of_nonneg hx
    exact mul_le_mul_of_nonneg_right (by linarith) (sq_nonneg r)
  · calc (exp (g / r ^ 6) - 1 - g / r ^ 6) * r ^ 2
        ≤ ((g / r ^ 6) ^ 2 / 2 * exp (g / σ ^ 6)) * r ^ 2 :=
          mul_le_mul_of_nonneg_right ((exp_remainder_le hx).trans
            (mul_le_mul_of_nonneg_left hK (by positivity))) (sq_nonneg r)
      _ = g ^ 2 / 2 * exp (g / σ ^ 6) * (r ^ 10)⁻¹ := by
          linear_combination (-(exp (g / σ ^ 6))) * e1
```

Write $R$ for the integral of the middle expression over $r>\sigma$. The integral of $r^{-10}$ gives

$$\frac{g^2}{18\sigma^9}\le R\le\frac{g^2}{18\sigma^9}\,e^{g/\sigma^6}.$$

In `remainder_integral`, the upper bound also serves as the dominating function in `Integrable.mono'`, which proves convergence. The two applications of `setIntegral_mono_on` then integrate the inequalities.

```lean
/-- The part of the virial integrand past first order in `g` is integrable beyond `σ`, and
its integral lies between two explicit bounds of second order in `g`. -/
theorem remainder_integral {σ g : ℝ} (hσ : 0 < σ) (hg : 0 ≤ g) :
    IntegrableOn (fun r : ℝ => (exp (g / r ^ 6) - 1 - g / r ^ 6) * r ^ 2) (Ioi σ) ∧
    g ^ 2 / 2 * (1 / (9 * σ ^ 9)) ≤
      ∫ r in Ioi σ, (exp (g / r ^ 6) - 1 - g / r ^ 6) * r ^ 2 ∧
    ∫ r in Ioi σ, (exp (g / r ^ 6) - 1 - g / r ^ 6) * r ^ 2 ≤
      g ^ 2 / 2 * exp (g / σ ^ 6) * (1 / (9 * σ ^ 9)) := by
  have h10 : IntegrableOn (fun r : ℝ => (r ^ 10)⁻¹) (Ioi σ) := inverse_power_integrable hσ 8
  have v10 : ∫ r in Ioi σ, (r ^ 10)⁻¹ = 1 / (9 * σ ^ 9) :=
    (inverse_power_integral hσ 8).trans (by norm_num)
  have hR : IntegrableOn
      (fun r : ℝ => (exp (g / r ^ 6) - 1 - g / r ^ 6) * r ^ 2) (Ioi σ) := by
    refine Integrable.mono' (Integrable.const_mul h10 (g ^ 2 / 2 * exp (g / σ ^ 6)))
      (Measurable.aestronglyMeasurable (by fun_prop)) ?_
    filter_upwards [ae_restrict_mem measurableSet_Ioi] with r hr
    have hb := remainder_bounds hσ hg hr
    rw [Real.norm_of_nonneg (le_trans (by positivity) hb.1)]
    exact hb.2
  refine ⟨hR, ?_, ?_⟩
  · rw [← v10, ← integral_const_mul]
    exact setIntegral_mono_on (Integrable.const_mul h10 _) hR measurableSet_Ioi
      (fun r hr => (remainder_bounds hσ hg hr).1)
  · rw [← v10, ← integral_const_mul]
    exact setIntegral_mono_on hR (Integrable.const_mul h10 _) measurableSet_Ioi
      (fun r hr => (remainder_bounds hσ hg hr).2)
```

The linear term that was subtracted is $(g/r^6)r^2=g/r^4$, with integral $g/(3\sigma^3)$. Restoring it gives

$$\int_\sigma^\infty(e^{g/r^6}-1)r^2dr=R+\frac{g}{3\sigma^3}.$$

The lemma `tail_split` proves this, and obtains the convergence of the left side from that of the two parts.

```lean
/-- Outside the core, the virial integrand is integrable, and its integral splits into the
first-order term and the remainder. -/
theorem tail_split {σ g : ℝ} (hσ : 0 < σ) (hg : 0 ≤ g) :
    IntegrableOn (fun r : ℝ => (exp (g / r ^ 6) - 1) * r ^ 2) (Ioi σ) ∧
    ∫ r in Ioi σ, (exp (g / r ^ 6) - 1) * r ^ 2 =
      (∫ r in Ioi σ, (exp (g / r ^ 6) - 1 - g / r ^ 6) * r ^ 2) + g * (1 / (3 * σ ^ 3)) := by
  have h4 : IntegrableOn (fun r : ℝ => (r ^ 4)⁻¹) (Ioi σ) := inverse_power_integrable hσ 2
  have v4 : ∫ r in Ioi σ, (r ^ 4)⁻¹ = 1 / (3 * σ ^ 3) :=
    (inverse_power_integral hσ 2).trans (by norm_num)
  have hR := (remainder_integral hσ hg).1
  have hE : EqOn (fun r : ℝ => (exp (g / r ^ 6) - 1 - g / r ^ 6) * r ^ 2 + g * (r ^ 4)⁻¹)
      (fun r : ℝ => (exp (g / r ^ 6) - 1) * r ^ 2) (Ioi σ) := by
    intro r hr
    have hr0 : 0 < r := hσ.trans hr
    have h : g / r ^ 6 * r ^ 2 = g * (r ^ 4)⁻¹ := by field_simp
    show (exp (g / r ^ 6) - 1 - g / r ^ 6) * r ^ 2 + g * (r ^ 4)⁻¹ =
      (exp (g / r ^ 6) - 1) * r ^ 2
    linear_combination -h
  refine ⟨IntegrableOn.congr_fun (Integrable.add hR (Integrable.const_mul h4 g)) hE
    measurableSet_Ioi, ?_⟩
  rw [← setIntegral_congr_fun measurableSet_Ioi hE,
    integral_add hR (Integrable.const_mul h4 g), integral_const_mul, v4]
```

The virial integral is next divided at $r=\sigma$. Inside the core $e(r)-1=-1$, so that part contributes $-2\pi\int_0^\sigma(-r^2)\,dr=2\pi\sigma^3/3=b$. Therefore

$$B_2=b-2\pi\int_\sigma^\infty\left(e^{\beta C/r^6}-1\right)r^2\,dr.$$

The proof of `secondVirial_eq` makes the same division with `setIntegral_union`, having matched the integrand to its explicit form on each side of the core surface.

```lean
/-- The second virial coefficient of the Sutherland fluid is the hard-core constant minus
the contribution of the attractive tail. -/
theorem secondVirial_eq {σ C β : ℝ} (hσ : 0 < σ) (hC : 0 ≤ C) (hβ : 0 ≤ β) :
    secondVirial (boltzmann σ C β) =
      coreB σ - 2 * π * ∫ r in Ioi σ, (exp (β * C / r ^ 6) - 1) * r ^ 2 := by
  have hcore : EqOn (fun r : ℝ => -r ^ 2)
      (fun r => (boltzmann σ C β r - 1) * r ^ 2) (Ioc 0 σ) := by
    intro r hr
    simp [boltzmann, hr.2]
  have htail : EqOn (fun r : ℝ => (exp (β * C / r ^ 6) - 1) * r ^ 2)
      (fun r => (boltzmann σ C β r - 1) * r ^ 2) (Ioi σ) := by
    intro r hr
    have hr' : ¬ r ≤ σ := not_le_of_gt hr
    show (exp (β * C / r ^ 6) - 1) * r ^ 2 = (boltzmann σ C β r - 1) * r ^ 2
    rw [boltzmann, if_neg hr', show -β * (-C / r ^ 6) = β * C / r ^ 6 by ring]
  have hi : IntegrableOn (fun r : ℝ => -r ^ 2) (Ioc 0 σ) :=
    (by fun_prop : Continuous fun r : ℝ => -r ^ 2).integrableOn_Ioc
  have hv : ∫ r in Ioc 0 σ, -r ^ 2 = -(σ ^ 3 / 3) := by
    rw [← intervalIntegral.integral_of_le hσ.le, intervalIntegral.integral_neg, integral_pow]
    norm_num
  have hdisj : Disjoint (Ioc 0 σ) (Ioi σ) :=
    Set.disjoint_left.mpr fun r h1 h2 => not_lt_of_ge h1.2 h2
  -- split the radial integral at the surface of the core
  rw [secondVirial, ← Ioc_union_Ioi_eq_Ioi hσ.le,
    setIntegral_union hdisj measurableSet_Ioi (hi.congr_fun hcore measurableSet_Ioc)
      ((tail_split hσ (mul_nonneg hβ hC)).1.congr_fun htail measurableSet_Ioi),
    ← setIntegral_congr_fun measurableSet_Ioc hcore,
    ← setIntegral_congr_fun measurableSet_Ioi htail, hv, coreB]
  ring
```

Since $2\pi g/(3\sigma^3)=\beta a$, the last two formulas combine to $b-\beta a-B_2=2\pi R$. Multiplying the bounds on $R$ by $2\pi$ gives the stated result. In the code, `hid` is this identity, and the two final steps multiply the bounds from `remainder_integral` by $2\pi$.

```lean
/-- Two-sided bound on the amount by which the van der Waals form `b - β a` exceeds the
second virial coefficient of the Sutherland fluid. -/
theorem vanDerWaals_error {σ C β : ℝ} (hσ : 0 < σ) (hC : 0 ≤ C) (hβ : 0 ≤ β) :
    π * β ^ 2 * C ^ 2 / (9 * σ ^ 9) ≤
      coreB σ - β * attractionA σ C - secondVirial (boltzmann σ C β) ∧
    coreB σ - β * attractionA σ C - secondVirial (boltzmann σ C β) ≤
      π * β ^ 2 * C ^ 2 * exp (β * C / σ ^ 6) / (9 * σ ^ 9) := by
  have hg := mul_nonneg hβ hC
  obtain ⟨-, hl, hu⟩ := remainder_integral hσ hg
  have hp : 0 ≤ 2 * π := by positivity
  have hid : coreB σ - β * attractionA σ C - secondVirial (boltzmann σ C β) =
      2 * π * ∫ r in Ioi σ, (exp (β * C / r ^ 6) - 1 - β * C / r ^ 6) * r ^ 2 := by
    rw [secondVirial_eq hσ hC hβ, (tail_split hσ hg).2, attractionA]
    ring
  rw [hid]
  constructor
  · refine le_trans (le_of_eq ?_) (mul_le_mul_of_nonneg_left hl hp)
    ring
  · refine (mul_le_mul_of_nonneg_left hu hp).trans (le_of_eq ?_)
    ring
```

As a numerical instance, take $\sigma=1$, $C=1$ and $\beta=0.1$ in reduced units, so that the thermal energy is ten times the attraction at contact. Then $a=b=2\pi/3\approx2.09440$ and $b-\beta a\approx1.88496$. The lower bound on the deviation is $0.01\,\pi/9\approx0.00349$, and the upper bound is this times $e^{0.1}\approx1.10517$, or about $0.00386$. Hence $B_2$ lies between about $1.8811$ and $1.8815$, and the van der Waals form is too high by less than $0.2\%$ of $b$.

## High temperature, `β` tending to zero from above

The remaining condition is a limit: $\sigma$ and $C$ stay fixed while the temperature grows without bound. The filter `𝓝[>] 0` expresses $\beta\to0^+$, so $\beta$ is strictly positive and division by it is meaningful.

Dividing the two-sided bound by $\beta^2$ gives

$$\frac{\pi C^2}{9\sigma^9}\le\frac{b-\beta a-B_2}{\beta^2}\le\frac{\pi C^2}{9\sigma^9}\,e^{\beta C/\sigma^6}.$$

The exponential tends to $1$, so the quotient tends to $\pi C^2/(9\sigma^9)$. The proof of `second_order_limit` is this squeeze: continuity supplies the limit of the upper bound, and `vanDerWaals_error` supplies the two inequalities for $\beta>0$.

```lean
/-- At high temperature, the deviation from the van der Waals form divided by `β ^ 2` tends
to `π C ^ 2 / (9 σ ^ 9)`. -/
theorem second_order_limit {σ C : ℝ} (hσ : 0 < σ) (hC : 0 ≤ C) :
    Tendsto (fun β => (coreB σ - β * attractionA σ C - secondVirial (boltzmann σ C β)) / β ^ 2)
      (𝓝[>] 0) (𝓝 (π * C ^ 2 / (9 * σ ^ 9))) := by
  have hc : Continuous fun β : ℝ => π * C ^ 2 / (9 * σ ^ 9) * exp (β * C / σ ^ 6) := by
    fun_prop
  have hU := (hc.tendsto 0).mono_left (nhdsWithin_le_nhds (s := Ioi 0))
  simp only [zero_mul, zero_div, Real.exp_zero, mul_one] at hU
  refine tendsto_of_tendsto_of_tendsto_of_le_of_le' tendsto_const_nhds hU ?_ ?_
  · filter_upwards [self_mem_nhdsWithin] with β hβ
    have hβ0 : 0 < β := hβ
    rw [le_div_iff₀ (by positivity)]
    refine le_trans (le_of_eq ?_) (vanDerWaals_error hσ hC hβ0.le).1
    ring
  · filter_upwards [self_mem_nhdsWithin] with β hβ
    have hβ0 : 0 < β := hβ
    rw [div_le_iff₀ (by positivity)]
    refine (vanDerWaals_error hσ hC hβ0.le).2.trans (le_of_eq ?_)
    ring
```

The first-order limit follows from

$$\frac{b-B_2}{\beta}=a+\beta\cdot\frac{b-\beta a-B_2}{\beta^2}\;\longrightarrow\;a+0\cdot\frac{\pi C^2}{9\sigma^9}=a.$$

At a fixed $\beta>0$, without the limit, the left side exceeds $a$ by at least $\pi\beta C^2/(9\sigma^9)$. For $C>0$, the constant $a$ is thus the high-temperature value of $(b-B_2)/\beta$ and not its value at any finite temperature.

In `vanDerWaals_limit`, the product of the limits of $\beta$ and of the second-order quotient is added to $a$, and `field_simp` and `ring` confirm the displayed identity for $\beta\ne0$.

```lean
/-- At high temperature, `(b - B₂) / β` tends to the attraction constant `a`. -/
theorem vanDerWaals_limit {σ C : ℝ} (hσ : 0 < σ) (hC : 0 ≤ C) :
    Tendsto (fun β => (coreB σ - secondVirial (boltzmann σ C β)) / β)
      (𝓝[>] 0) (𝓝 (attractionA σ C)) := by
  have hid : Tendsto (fun β : ℝ => β) (𝓝[>] 0) (𝓝 0) :=
    tendsto_id.mono_left nhdsWithin_le_nhds
  have h := (hid.mul (second_order_limit hσ hC)).const_add (attractionA σ C)
  rw [zero_mul, add_zero] at h
  refine h.congr' ?_
  filter_upwards [self_mem_nhdsWithin] with β hβ
  have hβ0 : β ≠ 0 := ne_of_gt hβ
  field_simp
  ring

end

end SutherlandFluid
```

```lean
#print axioms SutherlandFluid.vanDerWaals_error
-- 'SutherlandFluid.vanDerWaals_error' depends on axioms: [propext, Classical.choice, Quot.sound]
#print axioms SutherlandFluid.vanDerWaals_limit
-- 'SutherlandFluid.vanDerWaals_limit' depends on axioms: [propext, Classical.choice, Quot.sound]
```
